# Along a continuous eigenvector branch of a matrix Dirac Hamiltonian, dE/dm = c²⟨β⟩, and mass scaling fixes the lower-component weight

## Does the mass dependence of the energy tell me the size of the lower component?

An electron bound to a point nucleus has Dirac energies $E$ (rest energy included) proportional to its mass $m$, if the nuclear charge and the speed of light $c$ are held fixed. The mass enters the Hamiltonian only through $mc^2\beta$, so I would expect $dE/dm=c^2\langle\beta\rangle$. Together with $dE/dm=E/m$, this should give the lower components the weight $(1-E/(mc^2))/2$. I'd like to see this made rigorous and machine-checked, at least for matrices. Is it enough that $E$ is differentiable?

## Yes for matrices, provided the eigenvector is continuous

Differentiability of $E$ is not enough, but continuity of the eigenvector at the mass of interest is, and $E$ is then automatically differentiable there.

Let $A$ and $\beta$ be Hermitian matrices and $H(m)=A+mc^2\beta$. Suppose $H(m)v(m)=E(m)v(m)$ with real $E(m)$ for all $m$ near $m_0$. Let $v$ be continuous at $m_0$, and let $v_0=v(m_0)$ have unit norm. Pairing the equation at $m$ with $v_0$, and the equation at $m_0$ with $v(m)$, gives

$$\langle v_0,H(m)v(m)\rangle=E(m)\langle v_0,v(m)\rangle,\qquad \langle v_0,H(m_0)v(m)\rangle=E(m_0)\langle v_0,v(m)\rangle.$$

The second equation uses that $H(m_0)$ is Hermitian and $E(m_0)$ is real. Subtracting removes $A$:

$$(E(m)-E(m_0))\langle v_0,v(m)\rangle=(m-m_0)c^2\langle v_0,\beta v(m)\rangle.$$

By continuity the overlap $\langle v_0,v(m)\rangle$ tends to 1, so it is nonzero near $m_0$. For $m\neq m_0$ we may therefore divide:

$$\frac{E(m)-E(m_0)}{m-m_0}=\frac{c^2\langle v_0,\beta v(m)\rangle}{\langle v_0,v(m)\rangle}\longrightarrow c^2\langle v_0,\beta v_0\rangle .$$

Write $\langle B\rangle=\langle v_0,Bv_0\rangle$. The eigenvalue equation at $m_0$ gives $E(m_0)=\langle A\rangle+m_0c^2\langle\beta\rangle$, that is, $m_0E'(m_0)=E(m_0)-\langle A\rangle$. So $m_0E'(m_0)=E(m_0)$ holds exactly when $\langle A\rangle=0$.

If also $\beta^2=1$, then $\langle\beta v_0,\beta v_0\rangle=1$ and

$$\left\|\tfrac12(1-\beta)v_0\right\|^2=\tfrac14\left(1-2\langle\beta\rangle+1\right)=\tfrac12(1-\langle\beta\rangle).$$

For $m_0\neq0$ and $c\neq0$, the scaling relation says $\langle\beta\rangle=E(m_0)/(m_0c^2)$. It is therefore equivalent to the weight being $\tfrac12\left(1-E(m_0)/(m_0c^2)\right)$.

## How the Lean definitions describe the atom

The finite type `n` labels an orthonormal basis that does not change with the mass. `diracH A β c m` is $H(m)$, where `A` collects the kinetic coupling and the potential. `expect B v` is the real part of $\langle v,Bv\rangle$, which is the whole value for Hermitian `B`. `lowerWeight β v` is the squared norm of $(1-\beta)v/2$, the part of $v$ on which $\beta=-1$ when $\beta^2=1$.

`IsBranch` bundles the hypotheses. Its field `eigen` asks for the eigenvalue equation at all masses close to `m0`, while `cont` and `unit` concern `m0` alone. The existence of such a branch is assumed.

`hellmann_feynman_mass` concludes `HasDerivAt E (c ^ 2 * expect β (v m0)) m0`. The two equivalences are `scaling_iff_expect_zero` and `scaling_iff_lowerWeight`; only the latter needs $\beta^2=1$ and nonzero `c` and `m0`.

The scaling relation `m0 * deriv E m0 = E m0` is a condition on the branch. It stands for an energy proportional to the mass to first order at `m0`, as happens for a point nucleus, where the potential brings in no length of its own. A fixed finite basis does bring in lengths and will in general violate it. The unbounded Dirac–Coulomb operator is not treated.

For a one-electron four-component calculation in a fixed finite basis, the derivative formula lets a numerical mass derivative of the energy test a computed $\langle\beta\rangle$. The energy must include the rest energy: if $mc^2$ has been subtracted from it, the derivative is $c^2(\langle\beta\rangle-1)$ instead.

```lean
import Mathlib

open Matrix Filter Topology

namespace DiracMassHellmannFeynman

noncomputable section

variable {n : Type*} [Fintype n]

/-- The Dirac Hamiltonian `A + m c² β` as a function of the mass `m`. -/
def diracH (A β : Matrix n n ℂ) (c m : ℝ) : Matrix n n ℂ :=
  A + ((m * c ^ 2 : ℝ) : ℂ) • β

/-- The real part of `⟨v, B v⟩`, the expectation value of a Hermitian `B` in a unit state `v`. -/
def expect (B : Matrix n n ℂ) (v : n → ℂ) : ℝ := (star v ⬝ᵥ B *ᵥ v).re

/-- The squared norm of the lower component `(1 - β) v / 2`. -/
def lowerWeight (β : Matrix n n ℂ) (v : n → ℂ) : ℝ :=
  ∑ i, ‖((1 / 2 : ℂ) • (v - β *ᵥ v)) i‖ ^ 2

/-- A branch of eigenstates `v m` with energies `E m` for masses near `m0`,
continuous and of unit norm at `m0`. -/
structure IsBranch (A β : Matrix n n ℂ) (c : ℝ) (E : ℝ → ℝ) (v : ℝ → n → ℂ)
    (m0 : ℝ) : Prop where
  hermA : A.IsHermitian
  hermβ : β.IsHermitian
  eigen : ∀ᶠ m in 𝓝 m0, diracH A β c m *ᵥ v m = (E m : ℂ) • v m
  cont : ContinuousAt v m0
  unit : star (v m0) ⬝ᵥ v m0 = 1

/-- A Hermitian matrix can be moved from the bra to the ket. -/
theorem herm_move {M : Matrix n n ℂ} (hM : M.IsHermitian) (w u : n → ℂ) :
    star (M *ᵥ w) ⬝ᵥ u = star w ⬝ᵥ M *ᵥ u := by
  rw [Matrix.star_mulVec, hM.eq, Matrix.dotProduct_mulVec]

/-- Eigenstates at two masses: the energy difference times their overlap equals the
mass difference times `c²` times the transition element of `β`. -/
theorem two_mass_identity {A β : Matrix n n ℂ} (hA : A.IsHermitian) (hβ : β.IsHermitian)
    {c m m0 E F : ℝ} {u w : n → ℂ} (hu : diracH A β c m *ᵥ u = (E : ℂ) • u)
    (hw : diracH A β c m0 *ᵥ w = (F : ℂ) • w) :
    ((E : ℂ) - F) * (star w ⬝ᵥ u) = ((m : ℂ) - m0) * (c : ℂ) ^ 2 * (star w ⬝ᵥ β *ᵥ u) := by
  have h1 := congrArg (fun x => star w ⬝ᵥ x) hu
  have h2 := congrArg (fun x => star x ⬝ᵥ u) hw
  simp only [diracH, Matrix.add_mulVec, Matrix.smul_mulVec, dotProduct_add,
    dotProduct_smul, smul_eq_mul] at h1
  simp only [diracH, Matrix.add_mulVec, Matrix.smul_mulVec, star_add, star_smul,
    add_dotProduct, smul_dotProduct, herm_move hA, herm_move hβ, Complex.star_def,
    Complex.conj_ofReal, smul_eq_mul] at h2
  push_cast at h1 h2
  linear_combination h2 - h1

/-- Hellmann-Feynman theorem in the mass: along a continuous branch the energy is
differentiable at `m0`, with derivative `c² ⟨v, β v⟩`. -/
theorem hellmann_feynman_mass {A β : Matrix n n ℂ} {c m0 : ℝ} {E : ℝ → ℝ}
    {v : ℝ → n → ℂ} (h : IsBranch A β c E v m0) :
    HasDerivAt E (c ^ 2 * expect β (v m0)) m0 := by
  have ca : Continuous (fun u : n → ℂ => star (v m0) ⬝ᵥ u) := by
    simp only [dotProduct]
    fun_prop
  have cb : Continuous (fun u : n → ℂ => star (v m0) ⬝ᵥ β *ᵥ u) := by
    simp only [dotProduct, Matrix.mulVec]
    fun_prop
  have ha : ContinuousAt (fun m => star (v m0) ⬝ᵥ v m) m0 :=
    ca.continuousAt.comp h.cont
  have hb : ContinuousAt (fun m => star (v m0) ⬝ᵥ β *ᵥ v m) m0 :=
    cb.continuousAt.comp h.cont
  have hne : star (v m0) ⬝ᵥ v m0 ≠ 0 := by
    rw [h.unit]
    exact one_ne_zero
  have hq : ContinuousAt (fun m => ((c : ℂ) ^ 2 * (star (v m0) ⬝ᵥ β *ᵥ v m) /
      (star (v m0) ⬝ᵥ v m)).re) m0 :=
    Complex.continuous_re.continuousAt.comp ((continuousAt_const.mul hb).div ha hne)
  have hval : ((c : ℂ) ^ 2 * (star (v m0) ⬝ᵥ β *ᵥ v m0) / (star (v m0) ⬝ᵥ v m0)).re
      = c ^ 2 * expect β (v m0) := by
    rw [h.unit, div_one, ← Complex.ofReal_pow, Complex.re_ofReal_mul]
    rfl
  -- the difference quotient of `E` is a ratio of continuous matrix elements
  rw [hasDerivAt_iff_tendsto_slope, ← hval]
  refine (hq.tendsto.mono_left nhdsWithin_le_nhds).congr' ?_
  filter_upwards [nhdsWithin_le_nhds h.eigen, nhdsWithin_le_nhds (ha.eventually_ne hne),
    self_mem_nhdsWithin] with m hm ham hmm
  have hmm' : m ≠ m0 := hmm
  have hsub : (m : ℂ) - m0 ≠ 0 := sub_ne_zero.2 (by exact_mod_cast hmm')
  have key := two_mass_identity h.hermA h.hermβ hm h.eigen.self_of_nhds
  have hs : (c : ℂ) ^ 2 * (star (v m0) ⬝ᵥ β *ᵥ v m) / (star (v m0) ⬝ᵥ v m)
      = ((slope E m0 m : ℝ) : ℂ) := by
    rw [slope_def_field]
    push_cast
    rw [div_eq_div_iff ham hsub]
    linear_combination -key
  exact (congrArg Complex.re hs).trans (Complex.ofReal_re _)

/-- The energy is the expectation value of `A` plus `m0 c²` times that of `β`. -/
theorem energy_split {A β : Matrix n n ℂ} {c m0 : ℝ} {E : ℝ → ℝ}
    {v : ℝ → n → ℂ} (h : IsBranch A β c E v m0) :
    E m0 = expect A (v m0) + m0 * c ^ 2 * expect β (v m0) := by
  have h1 := congrArg (fun x => star (v m0) ⬝ᵥ x) h.eigen.self_of_nhds
  simp only [diracH, Matrix.add_mulVec, Matrix.smul_mulVec, dotProduct_add,
    dotProduct_smul, smul_eq_mul, h.unit, mul_one] at h1
  have h2 := congrArg Complex.re h1
  rw [Complex.add_re, Complex.re_ofReal_mul, Complex.ofReal_re] at h2
  exact h2.symm

/-- For a unit state and a Hermitian `β` with `β² = 1`, the lower-component weight is `(1 - ⟨β⟩) /
2`. -/
theorem lowerWeight_eq [DecidableEq n] {β : Matrix n n ℂ} (hβ : β.IsHermitian)
    (hsq : β * β = 1) {v : n → ℂ} (hv : star v ⬝ᵥ v = 1) :
    lowerWeight β v = (1 - expect β v) / 2 := by
  have hn : ∀ p : n → ℂ, ((∑ i, ‖p i‖ ^ 2 : ℝ) : ℂ) = star p ⬝ᵥ p := by
    intro p
    push_cast
    exact Finset.sum_congr rfl fun i _ => (Complex.conj_mul' (p i)).symm
  have hbb : star v ⬝ᵥ β *ᵥ (β *ᵥ v) = 1 := by
    rw [Matrix.mulVec_mulVec, hsq, Matrix.one_mulVec, hv]
  have hhalf : star (1 / 2 : ℂ) = 1 / 2 := by simp
  -- expand the norm; both cross terms equal `⟨v, β v⟩`
  have hc : ((lowerWeight β v : ℝ) : ℂ)
      = ((1 / 2 : ℝ) : ℂ) * (1 - star v ⬝ᵥ β *ᵥ v) := by
    unfold lowerWeight
    rw [hn, star_smul, hhalf, smul_dotProduct, dotProduct_smul, star_sub,
      sub_dotProduct, dotProduct_sub, dotProduct_sub, herm_move hβ, herm_move hβ, hbb, hv]
    simp only [smul_eq_mul]
    push_cast
    ring
  have hr := congrArg Complex.re hc
  rw [Complex.ofReal_re, Complex.re_ofReal_mul, Complex.sub_re, Complex.one_re] at hr
  change lowerWeight β v = 1 / 2 * (1 - expect β v) at hr
  linarith

/-- The relation `m0 E'(m0) = E(m0)` holds exactly when `A` has zero expectation value. -/
theorem scaling_iff_expect_zero {A β : Matrix n n ℂ} {c m0 : ℝ} {E : ℝ → ℝ}
    {v : ℝ → n → ℂ} (h : IsBranch A β c E v m0) :
    m0 * deriv E m0 = E m0 ↔ expect A (v m0) = 0 := by
  have hE := energy_split h
  rw [(hellmann_feynman_mass h).deriv]
  constructor <;> intro h1 <;> linarith

/-- If `β² = 1` and `c` and `m0` are nonzero, then along a branch the relation `m0 E'(m0) = E(m0)`
holds exactly when the lower-component weight is `(1 - E / (m0 c²)) / 2`. -/
theorem scaling_iff_lowerWeight [DecidableEq n] {A β : Matrix n n ℂ} {c m0 : ℝ}
    {E : ℝ → ℝ} {v : ℝ → n → ℂ} (h : IsBranch A β c E v m0) (hsq : β * β = 1)
    (hc : c ≠ 0) (hm : m0 ≠ 0) :
    m0 * deriv E m0 = E m0 ↔
      lowerWeight β (v m0) = (1 - E m0 / (m0 * c ^ 2)) / 2 := by
  have hk : m0 * c ^ 2 ≠ 0 := mul_ne_zero hm (pow_ne_zero 2 hc)
  rw [(hellmann_feynman_mass h).deriv, lowerWeight_eq h.hermβ hsq h.unit]
  constructor
  · intro h1
    have h2 : E m0 / (m0 * c ^ 2) = expect β (v m0) := by
      rw [div_eq_iff hk]
      linarith
    rw [h2]
  · intro h1
    have h2 : E m0 / (m0 * c ^ 2) = expect β (v m0) := by linarith
    rw [div_eq_iff hk] at h2
    linarith

/-- The two-component `β = diag(1, -1)`. -/
def beta2 : Matrix (Fin 2) (Fin 2) ℂ := !![1, 0; 0, -1]

/-- A two-component `A` with a potential on the upper component and a coupling. -/
def modelA : Matrix (Fin 2) (Fin 2) ℂ := !![-36 / 25, 24 / 25; 24 / 25, 0]

/-- The square root in the energy of the two-component model. -/
def root (m : ℝ) : ℝ := √((m - 18 / 25) ^ 2 + (24 / 25) ^ 2)

/-- The eigenvector branch of the two-component model. -/
def modelV (m : ℝ) : Fin 2 → ℂ := ![((5 / 8 * (m - 18 / 25 + root m) : ℝ) : ℂ), 3 / 5]

/-- The two-component model is a branch at `m0 = c = 1` with `β² = 1` and `⟨A⟩ = 0`. -/
theorem branch_witness :
    IsBranch modelA beta2 1 (fun m => root m - 18 / 25) modelV 1 ∧
      beta2 * beta2 = 1 ∧ expect modelA (modelV 1) = 0 := by
  have hr : root 1 = 1 := by
    unfold root
    rw [show ((1 : ℝ) - 18 / 25) ^ 2 + (24 / 25) ^ 2 = 1 by norm_num, Real.sqrt_one]
  have hv : modelV 1 = ![4 / 5, 3 / 5] := by
    unfold modelV
    rw [hr]
    norm_num
  -- the eigenvector at `m = 1` is real
  have hs : star (![4 / 5, 3 / 5] : Fin 2 → ℂ) = ![4 / 5, 3 / 5] := by
    have e1 : (4 / 5 : ℂ) = ((4 / 5 : ℝ) : ℂ) := by norm_num
    have e2 : (3 / 5 : ℂ) = ((3 / 5 : ℝ) : ℂ) := by norm_num
    ext i
    fin_cases i
    · change star (4 / 5 : ℂ) = 4 / 5
      rw [e1]
      exact Complex.conj_ofReal _
    · change star (3 / 5 : ℂ) = 3 / 5
      rw [e2]
      exact Complex.conj_ofReal _
  refine ⟨⟨?_, ?_, Eventually.of_forall fun m => ?_, ?_, ?_⟩, ?_, ?_⟩
  · ext i j
    fin_cases i <;> fin_cases j <;> simp [modelA]
  · ext i j
    fin_cases i <;> fin_cases j <;> simp [beta2]
  · have hS : (root m : ℂ) ^ 2 = ((m : ℂ) - 18 / 25) ^ 2 + (24 / 25) ^ 2 := by
      have h0 : root m ^ 2 = (m - 18 / 25) ^ 2 + (24 / 25) ^ 2 :=
        Real.sq_sqrt (by positivity)
      have h1 : ((root m ^ 2 : ℝ) : ℂ)
          = (((m - 18 / 25) ^ 2 + (24 / 25) ^ 2 : ℝ) : ℂ) := by rw [h0]
      push_cast at h1
      exact h1
    ext i
    fin_cases i
    · simp [diracH, modelA, beta2, modelV, Matrix.mulVec, dotProduct, Fin.sum_univ_two]
      linear_combination (-5 / 8 : ℂ) * hS
    · simp [diracH, modelA, beta2, modelV, Matrix.mulVec, dotProduct, Fin.sum_univ_two]
      ring
  · refine continuousAt_pi.2 fun i => ?_
    fin_cases i
    · have hc : Continuous (fun m : ℝ => 5 / 8 * (m - 18 / 25 + root m)) := by
        unfold root
        fun_prop
      exact (Complex.continuous_ofReal.comp hc).continuousAt
    · exact continuousAt_const
  · rw [hv, hs]
    norm_num [dotProduct, Fin.sum_univ_two]
  · ext i j
    fin_cases i <;> fin_cases j <;> simp [beta2, Matrix.mul_apply, Fin.sum_univ_two]
  · rw [hv]
    have h0 : star (![4 / 5, 3 / 5] : Fin 2 → ℂ) ⬝ᵥ modelA *ᵥ ![4 / 5, 3 / 5] = 0 := by
      rw [hs]
      norm_num [modelA, Matrix.mulVec, dotProduct, Fin.sum_univ_two]
    unfold expect
    rw [h0, Complex.zero_re]

/-- A state that jumps to the other level at the crossing mass `m = 1`. -/
def jumpV (m : ℝ) : Fin 2 → ℂ := if m = 1 then ![0, 1] else ![1, 0]

/-- Without continuity of the state, `E' = c² ⟨β⟩` can fail: at a level crossing, unit eigenstates
with the smooth energy `E(m) = m` have `E'(1) = 1` but `⟨β⟩ = -1` at `m = 1`, with `c = 1`. -/
theorem crossing_counterexample :
    (∀ m : ℝ, diracH !![0, 0; 0, 2] beta2 1 m *ᵥ jumpV m = (m : ℂ) • jumpV m) ∧
      (∀ m : ℝ, star (jumpV m) ⬝ᵥ jumpV m = 1) ∧
      HasDerivAt (fun m : ℝ => m) 1 1 ∧ expect beta2 (jumpV 1) = -1 := by
  refine ⟨fun m => ?_, fun m => ?_, hasDerivAt_id' 1, ?_⟩
  · by_cases h : m = 1
    · subst h
      ext i
      fin_cases i <;>
        norm_num [diracH, beta2, jumpV, Matrix.mulVec, dotProduct, Fin.sum_univ_two]
    · ext i
      fin_cases i <;>
        simp [diracH, beta2, jumpV, h, Matrix.mulVec, dotProduct, Fin.sum_univ_two]
  · by_cases h : m = 1 <;> simp [jumpV, h, dotProduct, Fin.sum_univ_two]
  · simp [expect, beta2, jumpV, Matrix.mulVec, dotProduct, Fin.sum_univ_two]

end

end DiracMassHellmannFeynman
```

```lean
#print axioms DiracMassHellmannFeynman.scaling_iff_expect_zero
#print axioms DiracMassHellmannFeynman.scaling_iff_lowerWeight
#print axioms DiracMassHellmannFeynman.crossing_counterexample
```

```
'DiracMassHellmannFeynman.scaling_iff_expect_zero' depends on axioms: [propext, Classical.choice, Quot.sound]
'DiracMassHellmannFeynman.scaling_iff_lowerWeight' depends on axioms: [propext, Classical.choice, Quot.sound]
'DiracMassHellmannFeynman.crossing_counterexample' depends on axioms: [propext, Classical.choice, Quot.sound]
```

## From the two-mass identity to the weight

`herm_move` shifts a Hermitian matrix from bra to ket. `two_mass_identity` forms the two pairings, using `herm_move` in the second, with `u` the state at `m` and `w` the state at `m0`; the final `linear_combination` is the subtraction.

In `hellmann_feynman_mass`, `hq` says that the ratio of matrix elements is continuous at `m0`, and `hval` evaluates it there. The derivative is rewritten as a limit of slopes. `filter_upwards` then restricts to masses where the eigenvalue equation holds, the overlap is nonzero and `m ≠ m0`. For these, `hs` identifies the ratio with the slope by cross-multiplying and applying the two-mass identity.

`energy_split` pairs the eigenvalue equation with $v_0$, and `lowerWeight_eq` expands the projected norm. The equivalences then follow by linear arithmetic, after clearing the denominator $m_0c^2$ in the second.

`branch_witness` supplies a coupled two-component model that meets every hypothesis, with $\langle A\rangle=0$ at $m_0=c=1$. There $v_0=(4/5,3/5)$ and $E=7/25$, so the lower weight is $9/25=(1-7/25)/2$. Its vector `modelV m` is in general not normalised away from $m=1$, which `IsBranch` permits.

## A level crossing without continuity

Take $c=1$, $A=\mathrm{diag}(0,2)$ and $\beta=\mathrm{diag}(1,-1)$. The levels $m$ and $2-m$ cross at $m=1$. Follow $E(m)=m$ with the vector $(1,0)$, but choose $(0,1)$ at the crossing itself. Each chosen vector is a unit eigenvector and $E$ is smooth, yet $E'(1)=1$ while $\langle\beta\rangle=-1$. This is `crossing_counterexample`.

## The same derivative for the nuclear charge

The derivative formula never uses $\beta^2=1$. Setting the theorem's prefactor $c^2$ to 1 (the physical speed of light and the rest energy now sit inside $A$), reading the parameter as the nuclear charge $Z$ and putting a Hermitian matrix $W$ for $-1/r$ (in atomic units) in place of $\beta$ gives $dE/dZ=\langle W\rangle$ for $H(Z)=A+ZW$, again along a continuous branch in a fixed finite basis.
